# Between projectors on the j = 1/2 doublet of l = 1 and spin 1/2, a l + b s acts as (4a − b)/3 times l + s

For a single particle with orbital angular momentum l = 1 and spin 1/2, the operator P = (1 − 2 l·s)/3 projects the six-dimensional space onto the j = 1/2 doublet. The theorem `projected_moment` states that P(a l_k + b s_k)P = ((4a − b)/3)(l_k + s_k)P for each component k and all complex a and b. The proof writes P as WW†/3, where W maps a two-component pseudospin into the shell and its columns are unnormalised, each of squared norm 3. It then uses two facts proved beforehand: W†(a l_k + b s_k)W is (4a − b)/2 times the Pauli matrix σ_k, and (l_k + s_k)W = Wσ_k/2.

This version doesn't compile in Lean 4 with Mathlib:

```lean
import Mathlib

open Matrix
open scoped Kronecker

namespace SpinOrbitDoublet

noncomputable section

/-- The three orbital matrices `(l_k)_ab = -i ε_kab` on the orbital triplet. -/
def orb : Fin 3 → Matrix (Fin 3) (Fin 3) ℂ :=
  ![!![0, 0, 0; 0, 0, -Complex.I; 0, Complex.I, 0],
    !![0, 0, Complex.I; 0, 0, 0; -Complex.I, 0, 0],
    !![0, -Complex.I, 0; Complex.I, 0, 0; 0, 0, 0]]

/-- The three Pauli matrices. -/
def pauli : Fin 3 → Matrix (Fin 2) (Fin 2) ℂ :=
  ![!![0, 1; 1, 0], !![0, -Complex.I; Complex.I, 0], !![1, 0; 0, -1]]

/-- Operators on the orbital triplet with spin. -/
abbrev Op := Matrix (Fin 3 × Fin 2) (Fin 3 × Fin 2) ℂ

/-- Orbital angular momentum `l_k ⊗ 1`. -/
def L (k : Fin 3) : Op := orb k ⊗ₖ (1 : Matrix (Fin 2) (Fin 2) ℂ)

/-- Spin `1 ⊗ σ_k / 2`. -/
def S (k : Fin 3) : Op := (1 / 2 : ℂ) • ((1 : Matrix (Fin 3) (Fin 3) ℂ) ⊗ₖ pauli k)

/-- The spin-orbit operator `X = l · s`. -/
def X : Op := ∑ k, L k * S k

/-- The operator `P = (1 - 2X) / 3`. -/
def P : Op := (1 / 3 : ℂ) • (1 - (2 : ℂ) • X)

/-- The magnetic moment `a l_k + b s_k`, in units of minus the Bohr magneton, with orbital factor
`a` and spin factor `b`. -/
def moment (a b : ℂ) (k : Fin 3) : Op := a • L k + b • S k

/-- The map from a pseudospin to the shell whose three orbital blocks are the Pauli matrices. -/
def W : Matrix (Fin 3 × Fin 2) (Fin 2) ℂ := Matrix.of fun p t => pauli p.1 p.2 t

/-- The operator `P` factors through the pseudospin: `P = W W† / 3`. -/
theorem P_eq : P = (1 / 3 : ℂ) • (W * Wᴴ) := by
  have hX : (2 : ℂ) • X = ∑ k, orb k ⊗ₖ pauli k := by
    rw [X, Finset.smul_sum]
    refine Finset.sum_congr rfl fun k _ => ?_
    rw [L, S, Matrix.mul_smul, ← Matrix.mul_kronecker_mul, Matrix.mul_one, Matrix.one_mul]
    module
  -- the product rule of the Pauli matrices, block by block
  have hW : W * Wᴴ = 1 - ∑ k, orb k ⊗ₖ pauli k := by
    ext ⟨a, s⟩ ⟨b, t⟩
    fin_cases a <;> fin_cases s <;> fin_cases b <;> fin_cases t <;>
      simp [W, orb, pauli, Matrix.mul_apply, Fin.sum_univ_three]
  rw [P, hX, hW]

/-- Seen by the pseudospin, the moment `a l_k + b s_k` is a multiple of `σ_k`. -/
theorem moment_compress (a b : ℂ) (k : Fin 3) :
    Wᴴ * (moment a b k * W) = ((4 * a - b) / 2) • pauli k := by
  have hL : Wᴴ * (L k * W) = (2 : ℂ) • pauli k := by
    ext i j
    fin_cases k <;> fin_cases i <;> fin_cases j <;>
      simp [L, W, orb, pauli, Matrix.mul_apply, Matrix.one_apply, Fintype.sum_prod_type,
        Fin.sum_univ_three] <;> ring
  have hS : Wᴴ * (((1 : Matrix (Fin 3) (Fin 3) ℂ) ⊗ₖ pauli k) * W) = -pauli k := by
    ext i j
    fin_cases k <;> fin_cases i <;> fin_cases j <;>
      simp [W, pauli, Matrix.mul_apply, Matrix.one_apply, Fintype.sum_prod_type,
        Fin.sum_univ_three]
  simp only [moment, S, Matrix.add_mul, Matrix.mul_add, Matrix.smul_mul, Matrix.mul_smul, hL, hS]
  module

/-- An operator between two projectors `P` is fixed by its pseudospin matrix. -/
theorem P_sandwich (M : Op) : P * M * P = (1 / 9 : ℂ) • (W * (Wᴴ * (M * W)) * Wᴴ) := by
  rw [P_eq]
  simp only [Matrix.smul_mul, Matrix.mul_smul, Matrix.mul_assoc]
  module

/-- Within the doublet the moment `a l + b s` is `(4a - b)/3` times the total `l + s`. -/
theorem projected_moment (a b : ℂ) (k : Fin 3) :
    P * moment a b k * P = ((4 * a - b) / 3) • ((L k + S k) * P) := by
  -- the total angular momentum acts on the pseudospin as `σ_k / 2`
  have h : (2 : ℂ) • (L k * W) + ((1 : Matrix (Fin 3) (Fin 3) ℂ) ⊗ₖ pauli k) * W
      = W * pauli k := by
    ext ⟨c, s⟩ j
    fin_cases k <;> fin_cases c <;> fin_cases s <;> fin_cases j <;>
      simp [L, W, orb, pauli, Matrix.mul_apply, Matrix.one_apply, Fintype.sum_prod_type,
        Fin.sum_univ_three] <;> ring
  have hJ : (L k + S k) * W = (1 / 2 : ℂ) • (W * pauli k) := by
    rw [← h, S, Matrix.add_mul, Matrix.smul_mul]
    module
  rw [P_sandwich, moment_compress, P_eq, Matrix.mul_smul, ← Matrix.mul_assoc, hJ]
  simp only [Matrix.mul_smul, Matrix.smul_mul]
  module

end

end SpinOrbitDoublet
```

Lean reports:

```
Main.lean:91:58: error: Tactic `rewrite` failed: Did not find an occurrence of the pattern
  ?L * (?M * ?N)
in the target expression
  (1 / 9) • (((4 * a - b) / 2) • (W * pauli k) * Wᴴ) = ((4 * a - b) / 3) • ((L k + S k) * (1 / 3) • (W * Wᴴ))

a b : ℂ
k : Fin 3
h : 2 • (L k * W) + kroneckerMap (fun x1 x2 => x1 * x2) 1 (pauli k) * W = W * pauli k
hJ : (L k + S k) * W = (1 / 2) • (W * pauli k)
⊢ (1 / 9) • (((4 * a - b) / 2) • (W * pauli k) * Wᴴ) = ((4 * a - b) / 3) • ((L k + S k) * (1 / 3) • (W * Wᴴ))
```

Cause. The message says that `← Matrix.mul_assoc` found no product of the form `?L * (?M * ?N)` to regroup. The step before it, `Matrix.mul_smul`, was needed on the right-hand side, to move the 1/3 out from between `L k + S k` and `W * Wᴴ`. But `rw` fixes a lemma's variables at the first match and rewrites only instances of that match. Here that was on the left, where `(4 * a - b) / 2` came out of the product with `W`. On the right the 1/3 stayed where it was and hid the nested product.

The repair proves the right-hand product separately, as `hJP`. There `Matrix.mul_smul` can only match the 1/3, so the regrouping succeeds and `hJ` applies. In the main goal `hJP` then replaces `(L k + S k) * P` whole, with `P` no longer unfolded there. `Matrix.mul_smul` and `Matrix.smul_mul` bring out the scalar on the left, in place of the old `simp only`, and `module` compares the coefficients.

The change, after which it compiles:

```diff
@@ -89,6 +89,8 @@
     rw [← h, S, Matrix.add_mul, Matrix.smul_mul]
     module
-  rw [P_sandwich, moment_compress, P_eq, Matrix.mul_smul, ← Matrix.mul_assoc, hJ]
-  simp only [Matrix.mul_smul, Matrix.smul_mul]
+  have hJP : (L k + S k) * P = (1 / 6 : ℂ) • (W * pauli k * Wᴴ) := by
+    rw [P_eq, Matrix.mul_smul, ← Matrix.mul_assoc, hJ, Matrix.smul_mul]
+    module
+  rw [P_sandwich, moment_compress, hJP, Matrix.mul_smul, Matrix.smul_mul]
   module
 
```
